# Coherent-state solution of the linearly driven harmonic oscillator

A harmonic oscillator of real frequency \(\omega\) is driven by a time-dependent force, which enters the Hamiltonian \(H=\omega a^\dagger a+f(t)a^\dagger+f(t)^*a\) (with \(\hbar=1\)) through a complex drive amplitude \(f(t)\). Its state is represented here by the infinite sequence of its Fock amplitudes \(\psi_n\), with the Schrödinger equation imposed on each amplitude separately. If two complex functions \(\alpha\) and \(g\) satisfy \(i\alpha'=\omega\alpha+f\) and \(ig'=f^*\alpha g\), then \(\psi_n=g\,\alpha^n/\sqrt{n!}\) solves that equation.

```lean
import Mathlib

open Complex (I)
open scoped ComplexConjugate

namespace DrivenOscillator

noncomputable section

/-- The annihilation operator on Fock amplitudes: `(a ψ)_n = √(n+1) ψ_(n+1)`. -/
def annihilate (ψ : ℕ → ℂ) (n : ℕ) : ℂ := (Real.sqrt ((n : ℝ) + 1) : ℂ) * ψ (n + 1)

/-- The creation operator on Fock amplitudes: `(a† ψ)_0 = 0` and
`(a† ψ)_(n+1) = √(n+1) ψ_n`. -/
def create (ψ : ℕ → ℂ) : ℕ → ℂ
  | 0 => 0
  | n + 1 => (Real.sqrt ((n : ℝ) + 1) : ℂ) * ψ n

/-- The driven oscillator Hamiltonian `H = ω a†a + f a† + f* a` acting on Fock amplitudes. -/
def drivenH (ω : ℝ) (f : ℂ) (ψ : ℕ → ℂ) (n : ℕ) : ℂ :=
  ω * create (annihilate ψ) n + f * create ψ n + conj f * annihilate ψ n

/-- The coherent ansatz `ψ_n = g αⁿ / √n!`. -/
def packet (g α : ℂ) (n : ℕ) : ℂ := g * α ^ n / (Real.sqrt (n.factorial : ℝ) : ℂ)

/-- The equations of motion `i α' = ω α + f` and `i g' = f* α g`, solved for the derivatives. -/
def DrivenEquations (ω : ℝ) (f α g : ℝ → ℂ) : Prop :=
  ∀ t, HasDerivAt α (-I * (ω * α t + f t)) t ∧
    HasDerivAt g (-I * (conj (f t) * α t * g t)) t

/-- The operator `a†a` counts quanta: it multiplies the `n`-th Fock amplitude by `n`. -/
theorem number_apply (ψ : ℕ → ℂ) (n : ℕ) : create (annihilate ψ) n = n * ψ n := by
  rcases n with _ | k
  · simp [create]
  · have h : (0 : ℝ) ≤ (k : ℝ) + 1 := by positivity
    simp only [create, annihilate]
    rw [← mul_assoc, ← Complex.ofReal_mul, Real.mul_self_sqrt h]
    simp

/-- The driven Hamiltonian in the Fock basis: a diagonal term `ω n`, and drive terms that link level
`n` to level `n + 1` and, for `n ≥ 1`, to level `n - 1`. -/
theorem drivenH_apply (ω : ℝ) (f : ℂ) (ψ : ℕ → ℂ) (n : ℕ) :
    drivenH ω f ψ n = ω * n * ψ n + f * (Real.sqrt (n : ℝ) : ℂ) * ψ (n - 1)
      + conj f * (Real.sqrt ((n : ℝ) + 1) : ℂ) * ψ (n + 1) := by
  rw [drivenH, number_apply]
  rcases n with _ | k
  · simp [create, annihilate]
  · simp only [create, annihilate, Nat.add_sub_cancel, Nat.cast_add, Nat.cast_one]
    ring

/-- The action of the driven Hamiltonian on the coherent ansatz, sorted into the part that
changes `g` and the part that changes `α`. -/
theorem drivenH_packet (ω : ℝ) (f g α : ℂ) (n : ℕ) :
    drivenH ω f (packet g α) n = conj f * α * packet g α n
      + n * (g * α ^ (n - 1) / (Real.sqrt (n.factorial : ℝ) : ℂ)) * (ω * α + f) := by
  have hfac (k : ℕ) : (Real.sqrt ((k + 1).factorial : ℝ) : ℂ)
      = (Real.sqrt ((k : ℝ) + 1) : ℂ) * (Real.sqrt (k.factorial : ℝ) : ℂ) := by
    have h : (0 : ℝ) ≤ (k : ℝ) + 1 := by positivity
    rw [← Complex.ofReal_mul, ← Real.sqrt_mul h, Nat.factorial_succ, Nat.cast_mul,
      Nat.cast_add, Nat.cast_one]
  have hinv (k : ℕ) : (Real.sqrt ((k : ℝ) + 1) : ℂ) * (Real.sqrt ((k : ℝ) + 1) : ℂ)⁻¹ = 1 := by
    have h : Real.sqrt ((k : ℝ) + 1) ≠ 0 := (Real.sqrt_pos.mpr (by positivity)).ne'
    exact mul_inv_cancel₀ (Complex.ofReal_ne_zero.mpr h)
  -- lowering reproduces the ansatz
  have ha : annihilate (packet g α) n = α * packet g α n := by
    simp only [annihilate, packet]
    rw [hfac]
    linear_combination (g * α ^ (n + 1) / (Real.sqrt (n.factorial : ℝ) : ℂ)) * hinv n
  -- raising acts as a derivative with respect to `α`
  have hc : create (packet g α) n
      = n * (g * α ^ (n - 1) / (Real.sqrt (n.factorial : ℝ) : ℂ)) := by
    rcases n with _ | k
    · simp [create]
    · have h : (0 : ℝ) ≤ (k : ℝ) + 1 := by positivity
      have hs : (Real.sqrt ((k : ℝ) + 1) : ℂ) * (Real.sqrt ((k : ℝ) + 1) : ℂ) = k + 1 := by
        rw [← Complex.ofReal_mul, Real.mul_self_sqrt h]
        simp
      simp only [create, packet, Nat.add_sub_cancel, Nat.cast_add, Nat.cast_one]
      rw [hfac, ← hs]
      linear_combination (-((Real.sqrt ((k : ℝ) + 1) : ℂ) * (g * α ^ k)
        / (Real.sqrt (k.factorial : ℝ) : ℂ))) * hinv k
  rw [drivenH, number_apply, ha, hc]
  rcases n with _ | k
  · simp only [Nat.cast_zero]
    ring
  · simp only [packet, Nat.add_sub_cancel]
    ring

/-- If `α` and `g` obey their equations of motion, the coherent ansatz solves the Schrödinger
equation `i ψ' = H ψ` of the driven oscillator in every Fock component. -/
theorem packet_schrodinger {ω : ℝ} {f α g : ℝ → ℂ} (h : DrivenEquations ω f α g)
    (t : ℝ) (n : ℕ) :
    HasDerivAt (fun s => packet (g s) (α s) n)
      (-I * drivenH ω (f t) (packet (g t) (α t)) n) t := by
  have hd := ((h t).2.fun_mul ((h t).1.fun_pow n)).div_const
    (Real.sqrt (n.factorial : ℝ) : ℂ)
  refine HasDerivAt.congr_deriv hd ?_
  rw [drivenH_packet]
  simp only [packet]
  ring

/-- Conversely, if the coherent ansatz solves the Schrödinger equation and `g` never vanishes,
then `α` and `g` obey their equations of motion. -/
theorem equations_of_schrodinger {ω : ℝ} {f α g : ℝ → ℂ} (hne : ∀ t, g t ≠ 0)
    (h : ∀ t n, HasDerivAt (fun s => packet (g s) (α s) n)
      (-I * drivenH ω (f t) (packet (g t) (α t)) n) t) : DrivenEquations ω f α g := by
  intro t
  have h0 := h t 0
  have h1 := h t 1
  rw [drivenH_packet] at h0 h1
  -- the vacuum amplitude is `g`, the one-quantum amplitude is `g α`
  have hg : HasDerivAt g (-I * (conj (f t) * α t * g t)) t := by
    simpa [packet] using h0
  have hga : HasDerivAt (fun s => g s * α s)
      (-I * (conj (f t) * α t * (g t * α t) + g t * (ω * α t + f t))) t := by
    simpa [packet] using h1
  refine ⟨((hga.fun_div hg (hne t)).congr_of_eventuallyEq ?_).congr_deriv ?_, hg⟩
  · exact Filter.Eventually.of_forall fun s => (mul_div_cancel_left₀ (α s) (hne s)).symm
  · rw [div_eq_iff (pow_ne_zero 2 (hne t))]
    ring

/-- If `α` and `g` obey their equations of motion, the quantity `|g|² exp(|α|²)` is the same at any
two times. -/
theorem norm_conserved {ω : ℝ} {f α g : ℝ → ℂ} (h : DrivenEquations ω f α g) (s t : ℝ) :
    ‖g s‖ ^ 2 * Real.exp (‖α s‖ ^ 2) = ‖g t‖ ^ 2 * Real.exp (‖α t‖ ^ 2) := by
  have hd (u : ℝ) : HasDerivAt (fun r => ‖g r‖ ^ 2 * Real.exp (‖α r‖ ^ 2)) 0 u := by
      -- the derivative of `|g|²` is `-|g|²` times the derivative of `|α|²`
    have k1 : inner ℝ (g u) (-I * (conj (f u) * α u * g u))
        = ‖g u‖ ^ 2 * (conj (f u) * α u).im := by
      simp only [Complex.inner, Complex.sq_norm, Complex.normSq_apply, Complex.mul_re,
        Complex.mul_im, Complex.neg_re, Complex.neg_im, Complex.I_re, Complex.I_im,
        Complex.conj_re, Complex.conj_im]
      ring
    have k2 : inner ℝ (α u) (-I * (ω * α u + f u)) = -(conj (f u) * α u).im := by
      simp only [Complex.inner, Complex.mul_re, Complex.mul_im, Complex.neg_re,
        Complex.neg_im, Complex.I_re, Complex.I_im, Complex.conj_re, Complex.conj_im,
        Complex.add_re, Complex.add_im, Complex.ofReal_re, Complex.ofReal_im]
      ring
    refine ((h u).2.norm_sq.fun_mul (h u).1.norm_sq.exp).congr_deriv ?_
    rw [k1, k2]
    ring
  exact is_const_of_deriv_eq_zero (fun u => (hd u).differentiableAt) (fun u => (hd u).deriv) s t

/-- The squared modulus of the `n`-th amplitude of the coherent ansatz. It is the probability of
finding `n` quanta when the ansatz is normalised. -/
theorem packet_norm_sq (g α : ℂ) (n : ℕ) :
    ‖packet g α n‖ ^ 2 = ‖g‖ ^ 2 * ((‖α‖ ^ 2) ^ n / n.factorial) := by
  simp only [packet, norm_div, norm_mul, norm_pow, Complex.norm_real, Real.norm_eq_abs]
  rw [div_pow, sq_abs, Real.sq_sqrt (Nat.cast_nonneg _)]
  ring

/-- If `α` and `g` obey their equations of motion, then at every time the squared moduli of all Fock
amplitudes of the coherent ansatz sum to the value at time zero of `|g|² exp(|α|²)`. -/
theorem total_probability {ω : ℝ} {f α g : ℝ → ℂ} (h : DrivenEquations ω f α g) (t : ℝ) :
    HasSum (fun n => ‖packet (g t) (α t) n‖ ^ 2) (‖g 0‖ ^ 2 * Real.exp (‖α 0‖ ^ 2)) := by
  have he : HasSum (fun n : ℕ => (‖α t‖ ^ 2) ^ n / (n.factorial : ℝ))
      (Real.exp (‖α t‖ ^ 2)) := by
    rw [Real.exp_eq_exp_ℝ, NormedSpace.exp_eq_tsum_div]
    exact (Real.summable_pow_div_factorial _).hasSum
  rw [norm_conserved h 0 t]
  simp only [packet_norm_sq]
  exact he.mul_left _

/-- If `α` and `g` obey their equations of motion, with `α = 0` and `|g| = 1` at time zero (a start
in the vacuum), the coherent ansatz has Poisson number statistics with mean `|α(t)|²` at every time.
-/
theorem driven_vacuum_poisson {ω : ℝ} {f α g : ℝ → ℂ} (h : DrivenEquations ω f α g)
    (hα : α 0 = 0) (hg : ‖g 0‖ = 1) (t : ℝ) (n : ℕ) :
    ‖packet (g t) (α t) n‖ ^ 2
      = Real.exp (-‖α t‖ ^ 2) * ((‖α t‖ ^ 2) ^ n / n.factorial) := by
  have hc : ‖g t‖ ^ 2 * Real.exp (‖α t‖ ^ 2) = 1 := by
    rw [norm_conserved h t 0, hα, hg]
    simp
  rw [packet_norm_sq, Real.exp_neg, eq_inv_of_mul_eq_one_left hc]

/-- The amplitude `α(t) = (f/ω)(exp(-iωt) - 1)` under a constant force, for `ω ≠ 0`. -/
def constAlpha (ω : ℝ) (f : ℂ) (t : ℝ) : ℂ := f / ω * (Complex.exp (-I * ω * t) - 1)

/-- The prefactor `g(t) = exp((|f|²/ω²)(exp(-iωt) - 1) + i|f|²t/ω)` under a constant force,
for `ω ≠ 0`. -/
def constG (ω : ℝ) (f : ℂ) (t : ℝ) : ℂ :=
  Complex.exp (conj f * f / ω ^ 2 * (Complex.exp (-I * ω * t) - 1) + I * (conj f * f) / ω * t)

/-- For `ω ≠ 0` and a constant force, `constAlpha` and `constG` solve the equations of motion
with `α = 0` and `g = 1` at time zero. -/
theorem constant_drive_witness {ω : ℝ} (hω : ω ≠ 0) (f : ℂ) :
    DrivenEquations ω (fun _ => f) (constAlpha ω f) (constG ω f) ∧
      constAlpha ω f 0 = 0 ∧ constG ω f 0 = 1 := by
  refine ⟨fun t => ?_, by simp [constAlpha], by simp [constG]⟩
  have hd : (ω : ℂ) * (ω : ℂ)⁻¹ = 1 := mul_inv_cancel₀ (Complex.ofReal_ne_zero.mpr hω)
  have h0 : HasDerivAt (fun s : ℝ => (s : ℂ)) 1 t := by
    simpa using (hasDerivAt_id t).ofReal_comp
  have hE := ((h0.const_mul (-I * (ω : ℂ))).cexp).sub_const 1
  -- the exponent of `g` has derivative `-i f* α`
  have hP := ((hE.const_mul (conj f * f / (ω : ℂ) ^ 2)).fun_add
    (h0.const_mul (I * (conj f * f) / (ω : ℂ)))).congr_deriv
    (show _ = -I * (conj f * constAlpha ω f t) by
      simp only [constAlpha]
      linear_combination (-(I * conj f * f * Complex.exp (-I * ω * t) * (ω : ℂ)⁻¹)) * hd)
  constructor
  · refine (hE.const_mul (f / (ω : ℂ))).congr_deriv ?_
    simp only [constAlpha]
    linear_combination (-(I * f)) * hd
  · refine hP.cexp.congr_deriv ?_
    simp only [constG]
    ring

end

end DrivenOscillator
```

```lean
#print axioms DrivenOscillator.drivenH_packet
#print axioms DrivenOscillator.packet_schrodinger
#print axioms DrivenOscillator.total_probability
#print axioms DrivenOscillator.driven_vacuum_poisson
```

```
'DrivenOscillator.drivenH_packet' depends on axioms: [propext, Classical.choice, Quot.sound]
'DrivenOscillator.packet_schrodinger' depends on axioms: [propext, Classical.choice, Quot.sound]
'DrivenOscillator.total_probability' depends on axioms: [propext, Classical.choice, Quot.sound]
'DrivenOscillator.driven_vacuum_poisson' depends on axioms: [propext, Classical.choice, Quot.sound]
```

## The Hamiltonian on Fock amplitudes

With \(\hbar=1\), the Hamiltonian is

\[
H=\omega a^\dagger a+f a^\dagger+f^* a ,
\]

where \(a\) and \(a^\dagger\) lower and raise the number of quanta. The zero-point energy \(\omega/2\) is left out; it would only add a global phase. The drive amplitude \(f\) is a complex number with the units of a frequency. A real force \(F\) on a particle of mass \(m\) adds the energy \(-Fx\), which for \(\omega>0\) gives the real value \(f=-F/\sqrt{2m\omega}\); a positive \(f\) therefore pushes towards negative \(x\). A complex \(f\) also allows a coupling to momentum.

A state is represented by a function `ψ : ℕ → ℂ`; the type itself does not require the squared moduli to have a finite sum, as a physical state does. The operators `annihilate` and `create` act by

\[
(a\psi)_n=\sqrt{n+1}\,\psi_{n+1},\qquad (a^\dagger\psi)_0=0,\qquad (a^\dagger\psi)_{n+1}=\sqrt{n+1}\,\psi_n ,
\]

and `drivenH` combines them into \(H\). The theorem `number_apply` confirms that \(a^\dagger a\) multiplies \(\psi_n\) by \(n\), and `drivenH_apply` gives the three-term form

\[
(H\psi)_n=\omega n\,\psi_n+f\sqrt n\,\psi_{n-1}+f^*\sqrt{n+1}\,\psi_{n+1}.
\]

At \(n=0\) Lean reads the index \(n-1\) as \(0\), which is harmless because the factor \(\sqrt n\) vanishes.

The ansatz is called `packet`. Its prefactor \(g\) is not a coupling constant: it carries both the phase and the normalisation. For a normalised coherent state, \(|g|=e^{-|\alpha|^2/2}\).

## What is assumed and what follows

The predicate `DrivenEquations` says that at every real time \(\alpha\) and \(g\) are differentiable, with

\[
\alpha'=-i(\omega\alpha+f),\qquad g'=-if^*\alpha g .
\]

No regularity of \(f\) is assumed separately, but the existence of \(\alpha\) and \(g\) is a hypothesis. Under it, `packet_schrodinger` states that every component obeys \(\psi_n'=-i(H\psi)_n\). The converse, `equations_of_schrodinger`, starts from this Schrödinger equation and a \(g\) that never vanishes, and recovers both equations of motion, including the differentiability of \(\alpha\). Some condition must exclude \(g\) being identically zero, since the ansatz is then zero whatever \(\alpha\) does.

The theorem `norm_conserved` says that \(|g|^2e^{|\alpha|^2}\) has the same value at any two times, and `total_probability` identifies this value with the sum of all \(|\psi_n|^2\). The sum is 1 only if the initial data are normalised. For \(\alpha(0)=0\) and \(|g(0)|=1\), `driven_vacuum_poisson` gives the Poisson distribution with mean \(|\alpha(t)|^2\).

The step left to the reader is from amplitudes to Hilbert space: the derivative is taken for each \(n\), and identifying the solution with the unitary evolution generated by the unbounded operator \(H\) needs a further argument.

For a single lossless mode that starts in a coherent state, such as the vacuum, these formulas describe a field mode fed by a classical source. They also supply reference values for numerical propagation in a truncated Fock basis.

## How the Hamiltonian acts on the ansatz

Lowering reproduces the ansatz:

\[
(a\psi)_n=\sqrt{n+1}\,\frac{g\alpha^{n+1}}{\sqrt{(n+1)!}}=\alpha\psi_n .
\]

For raising, set \(D_n=n\,g\alpha^{n-1}/\sqrt{n!}\) for \(n\ge1\) and \(D_0=0\). This is the derivative of \(\psi_n\) with respect to \(\alpha\) at fixed \(g\). For \(n\ge1\),

\[
(a^\dagger\psi)_n=\sqrt n\,\frac{g\alpha^{n-1}}{\sqrt{(n-1)!}}=D_n ,
\]

and both sides vanish at \(n=0\). Since \(n\psi_n=\alpha D_n\),

\[
(H\psi)_n=f^*\alpha\,\psi_n+(\omega\alpha+f)D_n .
\]

This is `drivenH_packet`. Inside its proof, `hfac` splits \(\sqrt{(k+1)!}\) into \(\sqrt{k+1}\,\sqrt{k!}\), `hinv` cancels the factor \(\sqrt{k+1}\), and `ha` and `hc` are the lowering and raising identities.

## Matching the time derivative, in both directions

The product and chain rules give

\[
i\psi_n'=ig'\,\frac{\alpha^n}{\sqrt{n!}}+i\alpha' D_n
=f^*\alpha\,\psi_n+(\omega\alpha+f)D_n=(H\psi)_n .
\]

In `packet_schrodinger`, `fun_mul`, `fun_pow` and `div_const` build this derivative. After `drivenH_packet` is inserted, `ring` checks that the two sides agree.

For the converse, the first two amplitudes are enough. They are \(\psi_0=g\) and \(\psi_1=g\alpha\), and their Schrödinger equations read

\[
ig'=f^*\alpha g,\qquad i(g\alpha)'=f^*\alpha(g\alpha)+(\omega\alpha+f)g .
\]

The first is already the equation for \(g\). Because \(g\) has no zeros, \(\alpha=(g\alpha)/g\) is differentiable, and the quotient rule yields

\[
i\alpha'=\frac{i(g\alpha)'\,g-(g\alpha)\,ig'}{g^2}=\omega\alpha+f .
\]

The Lean proof names the two equations `hg` and `hga`, applies `fun_div`, and transfers the result to \(\alpha\) because the quotient equals \(\alpha\) at every time.

## Probability and Poisson statistics

The equations of motion give

\[
\frac{d}{dt}|g|^2=2\,\mathrm{Re}(g^*g')=2|g|^2\,\mathrm{Im}(f^*\alpha),
\]

\[
\frac{d}{dt}|\alpha|^2=2\,\mathrm{Re}\bigl(-i\omega|\alpha|^2-i\alpha^*f\bigr)=-2\,\mathrm{Im}(f^*\alpha).
\]

The frequency drops out of the second line because it is real, which physically means that the oscillator has no loss. Hence

\[
\frac{d}{dt}\left(|g|^2e^{|\alpha|^2}\right)
=e^{|\alpha|^2}\left(\frac{d|g|^2}{dt}+|g|^2\frac{d|\alpha|^2}{dt}\right)=0 .
\]

In `norm_conserved`, `k1` and `k2` compute the two real parts, written as real inner products on the complex plane. A function whose derivative vanishes everywhere is constant, which is the last step.

By `packet_norm_sq`, \(|\psi_n|^2=|g|^2|\alpha|^{2n}/n!\); these are the level probabilities when the state is normalised. The exponential series sums them:

\[
\sum_{n=0}^{\infty}|\psi_n|^2=|g|^2\sum_{n=0}^{\infty}\frac{|\alpha|^{2n}}{n!}=|g|^2e^{|\alpha|^2}.
\]

The proof of `total_probability` combines this series with conservation. For a start in the vacuum the conserved value is 1, so \(|g(t)|^2=e^{-|\alpha(t)|^2}\) and

\[
|\psi_n(t)|^2=e^{-|\alpha(t)|^2}\frac{|\alpha(t)|^{2n}}{n!}.
\]

## The constant force

For constant \(f\) and \(\omega\ne0\), the equation for \(\alpha\) becomes \((\alpha+f/\omega)'=-i\omega(\alpha+f/\omega)\). Starting from \(\alpha(0)=0\),

\[
\alpha(t)=\frac f\omega\left(e^{-i\omega t}-1\right).
\]

With \(g(0)=1\), integrating \(g'/g=-if^*\alpha\) gives

\[
g(t)=\exp\left[\frac{|f|^2}{\omega^2}\left(e^{-i\omega t}-1\right)+\frac{i|f|^2t}{\omega}\right].
\]

These are `constAlpha` and `constG`. The theorem `constant_drive_witness` verifies them by differentiation: `hE` differentiates the oscillating exponential, `hP` shows that the exponent of \(g\) has derivative \(-if^*\alpha\), and `linear_combination` cancels the powers of \(\omega\). The amplitude \(\alpha\) moves on a circle about \(-f/\omega\), the displaced equilibrium, and returns to the vacuum value 0 after each period \(2\pi/|\omega|\).
